# Stochastic exchange with a real orthogonal projector: one sign vector gives the mean \(\sum V_{ij}P_{ii}\), two independent ones give \(\sum V_{ij}P_{ij}^2\)

In a large molecule or solid, storing the full density matrix \(P\) may be too expensive, while applying it to a vector is still affordable. A random sign vector \(s\), with independent entries \(s_j=\pm1\) of equal probability, then gives an unbiased sample of every matrix element:

\[
X_{ij}(s)=(Ps)_i\,s_j,\qquad \langle X_{ij}\rangle=P_{ij}.
\]

Exchange is quadratic in \(P\). In a real orthonormal basis with a two-index interaction \(V_{ij}\), the exchange energy of one spin channel is \(-\tfrac12\sum_{ij}V_{ij}P_{ij}^2\). Can the same \(s\) serve in both factors?

For a real symmetric idempotent \(P\), the two choices have the means

\[
\Big\langle\sum_{ij}V_{ij}X_{ij}(s)^2\Big\rangle=\sum_{ij}V_{ij}P_{ii},\qquad
\Big\langle\sum_{ij}V_{ij}X_{ij}(s)X_{ij}(t)\Big\rangle=\sum_{ij}V_{ij}P_{ij}^2,
\]

where \(t\) is a second sign vector, independent of \(s\). Only the second is the exchange sum in general. If \(X\) is first averaged over \(N>0\) independent vectors and then squared, the bias is

\[
\frac1N\sum_{ij}V_{ij}\,(P_{ii}-P_{ij}^2).
\]

## Two projected vectors and one product with \(V\)

A code can obtain \(u=Ps\) and \(v=Pt\) by applying a polynomial in a sparse Hamiltonian that approximates the projector. The two-vector estimate is then

\[
\sum_i u_i v_i\sum_j V_{ij}\,s_j t_j ,
\]

which takes one multiplication of \(V\) into the elementwise product of \(s\) and \(t\). No matrix \(X\) is formed.

If \(t=s\), the product \(s_jt_j\) is 1 at every site and the inner sum becomes \(\sum_jV_{ij}\). The signs that should select \(P_{ij}\) have vanished, and distant sites enter with the full weight of \(V_{ij}\). When \(N\) vectors are averaged before squaring, averaging the results of repeated runs at fixed \(N\) reduces the noise but leaves the \(1/N\) bias.

## From sign correlations to the three means

Distinct signs are independent with mean zero, and \(s_j^2=1\), so \(\langle s_ks_j\rangle=\delta_{kj}\). Therefore

\[
\langle X_{ij}\rangle=\sum_kP_{ik}\langle s_ks_j\rangle=P_{ij}.
\]

For one vector used twice, \(s_j^2=1\) makes the square linear in \(X\) again:

\[
X_{ij}^2=(Ps)_i^2=\sum_kP_{ik}(Ps)_is_k=\sum_kP_{ik}X_{ik}.
\]

Its mean follows from symmetry and then idempotency:

\[
\langle X_{ij}^2\rangle=\sum_kP_{ik}^2=\sum_kP_{ik}P_{ki}=(P^2)_{ii}=P_{ii}.
\]

The trap here is to keep only the term \(k=j\), which gives the expected-looking \(P_{ij}^2\). Every \(k\) contributes, because \(s_j^2\) is 1 and selects nothing.

For independent \(s\) and \(t\) the mean factorises, \(\langle X_{ij}(s)X_{ij}(t)\rangle=P_{ij}^2\). Multiplying by \(V_{ij}\) and summing gives the first two results.

For the average \(\bar X\) over \(N\) vectors, the double sum over samples has \(N\) equal pairs and \(N(N-1)\) distinct ones:

\[
\langle\bar X_{ij}^2\rangle=\frac{N P_{ii}+N(N-1)P_{ij}^2}{N^2}
=P_{ij}^2+\frac{P_{ii}-P_{ij}^2}{N}.
\]

Since \(P_{ij}^2\le\sum_kP_{ik}^2=P_{ii}\), the one-vector mean is never below the two-vector mean when all \(V_{ij}\ge0\).

For the bonding orbital of two equivalent sites, every \(P_{ij}=\tfrac12\). With every \(V_{ij}=1\), the one-vector mean is \(4\cdot\tfrac12=2\) and the two-vector mean is \(4\cdot\tfrac14=1\).

## The Lean file

```lean
import Mathlib

open Matrix

namespace StochasticExchange

noncomputable section

variable {n : Type*} [Fintype n] [DecidableEq n]

/-- The expectation of `f` for the uniform distribution on a finite nonempty sample space. -/
def mean {Ω : Type*} [Fintype Ω] (f : Ω → ℝ) : ℝ := (∑ ω, f ω) / (Fintype.card Ω : ℝ)

/-- The sign, `1` or `-1`, encoded by a bit. -/
def sgn (b : Bool) : ℝ := if b then 1 else -1

/-- The one-sample density matrix `X_ij(s) = (P s)_i s_j` of a sign vector `s`. -/
def sampled (P : Matrix n n ℝ) (s : n → Bool) : Matrix n n ℝ :=
  fun i j => (P *ᵥ fun k => sgn (s k)) i * sgn (s j)

/-- The average of the one-sample density matrices of `N > 0` sign vectors. -/
def averaged {N : ℕ} (P : Matrix n n ℝ) (R : Fin N → n → Bool) : Matrix n n ℝ :=
  fun i j => (∑ a, sampled P (R a) i j) / (N : ℝ)

/-- The exchange sum `∑ V_ij A_ij B_ij` of two density matrices. -/
def exchange (V A B : Matrix n n ℝ) : ℝ := ∑ i, ∑ j, V i j * (A i j * B i j)

/-- The expectation of a finite linear combination is the combination of the expectations. -/
theorem mean_linear {Ω ι : Type*} [Fintype Ω] [Fintype ι] (c : ι → ℝ) (f : ι → Ω → ℝ) :
    mean (fun ω => ∑ i, c i * f i ω) = ∑ i, c i * mean (f i) := by
  simp only [mean]
  rw [Finset.sum_comm, Finset.sum_div]
  refine Finset.sum_congr rfl fun i _ => ?_
  rw [← Finset.mul_sum, mul_div_assoc]

/-- For independent uniform draws `ω_a` from a nonempty space, the mean of `f(ω_a) g(ω_b)`
factorises when `a ≠ b`, and is the mean of the product `f g` when `a = b`. -/
theorem mean_coord_mul {ι Ω : Type*} [Fintype ι] [DecidableEq ι] [Fintype Ω] [Nonempty Ω]
    (f g : Ω → ℝ) (a b : ι) :
    mean (fun ω : ι → Ω => f (ω a) * g (ω b)) =
      if a = b then mean (fun x => f x * g x) else mean f * mean g := by
  have hc : (Fintype.card Ω : ℝ) ≠ 0 := by exact_mod_cast Fintype.card_ne_zero
  -- a product of one-draw functions has the product of the means
  have fac : ∀ F : ι → Ω → ℝ,
      mean (fun ω : ι → Ω => ∏ i, F i (ω i)) = ∏ i, mean (F i) := by
    intro F
    simp only [mean]
    rw [Finset.prod_div_distrib, Finset.prod_univ_sum, Fintype.piFinset_univ]
    simp
  have hl : ∀ ω : ι → Ω, f (ω a) * g (ω b) =
      ∏ i, (if i = a then f (ω i) else 1) * (if i = b then g (ω i) else 1) := by
    intro ω
    simp only [Finset.prod_mul_distrib, Finset.prod_ite_eq', Finset.mem_univ, if_true]
  refine (congrArg mean (funext hl)).trans ?_
  refine (fac fun i x => (if i = a then f x else 1) * (if i = b then g x else 1)).trans ?_
  by_cases hab : a = b
  · subst hab
    rw [if_pos rfl, Fintype.prod_eq_single a]
    · simp
    · intro i hi
      simp [mean, hi, hc]
  · rw [if_neg hab, Fintype.prod_eq_mul a b hab]
    · simp [hab, Ne.symm hab]
    · rintro i ⟨h1, h2⟩
      simp [mean, h1, h2, hc]

/-- The one-sample density matrix is unbiased: `X_ij(s)` has mean `P_ij`. -/
theorem mean_sampled (P : Matrix n n ℝ) (i j : n) :
    mean (fun s : n → Bool => sampled P s i j) = P i j := by
  have h1 : mean (fun b : Bool => sgn b * sgn b) = 1 := by
    norm_num [mean, sgn, Fintype.sum_bool]
  have h2 : mean sgn = 0 := by norm_num [mean, sgn, Fintype.sum_bool]
  -- distinct signs are uncorrelated
  have hm : ∀ k, mean (fun s : n → Bool => sgn (s k) * sgn (s j)) =
      if k = j then 1 else 0 := by
    intro k
    rw [mean_coord_mul sgn sgn k j, h1, h2, mul_zero]
  have h : ∀ s : n → Bool,
      sampled P s i j = ∑ k, P i k * (sgn (s k) * sgn (s j)) := by
    intro s
    simp only [sampled, Matrix.mulVec, dotProduct, Finset.sum_mul, mul_assoc]
  simp only [h]
  refine (mean_linear (P i) fun k (s : n → Bool) => sgn (s k) * sgn (s j)).trans ?_
  simp [hm]

/-- For a symmetric idempotent `P`, the square of `X_ij(s)` has mean `P_ii`. -/
theorem mean_sampled_sq (P : Matrix n n ℝ) (hP : P.IsSymm) (hI : P * P = P) (i j : n) :
    mean (fun s : n → Bool => sampled P s i j * sampled P s i j) = P i i := by
  -- since `s_j ^ 2 = 1`, the square is again linear in the sampled matrix
  have h : ∀ s : n → Bool,
      sampled P s i j * sampled P s i j = ∑ k, P i k * sampled P s i k := by
    intro s
    have hs : ∀ b : Bool, sgn b * sgn b = 1 := by
      intro b
      cases b <;> norm_num [sgn]
    have hu : (P *ᵥ fun k => sgn (s k)) i = ∑ k, P i k * sgn (s k) := rfl
    have hk : ∑ k, P i k * sampled P s i k =
        (P *ᵥ fun k => sgn (s k)) i * ∑ k, P i k * sgn (s k) := by
      rw [Finset.mul_sum]
      refine Finset.sum_congr rfl fun k _ => ?_
      simp only [sampled]
      ring
    rw [hk, ← hu]
    simp only [sampled]
    linear_combination ((P *ᵥ fun k => sgn (s k)) i) ^ 2 * hs (s j)
  simp only [h]
  refine (mean_linear (P i) fun k (s : n → Bool) => sampled P s i k).trans ?_
  simp only [mean_sampled]
  calc ∑ k, P i k * P i k = (P * P) i i := by
        rw [Matrix.mul_apply]
        exact Finset.sum_congr rfl fun k _ => by rw [hP.apply i k]
    _ = P i i := by rw [hI]

omit [DecidableEq n] in
/-- The mean exchange sum of two random density matrices is the sum over matrix elements of
`V_ij` times the mean of `A_ij B_ij`. -/
theorem mean_exchange {Ω : Type*} [Fintype Ω] (V : Matrix n n ℝ) (A B : Ω → Matrix n n ℝ) :
    mean (fun ω => exchange V (A ω) (B ω)) =
      ∑ i, ∑ j, V i j * mean (fun ω => A ω i j * B ω i j) := by
  simp only [mean, exchange]
  rw [Finset.sum_comm, Finset.sum_div]
  refine Finset.sum_congr rfl fun i _ => ?_
  rw [Finset.sum_comm, Finset.sum_div]
  refine Finset.sum_congr rfl fun j _ => ?_
  rw [← Finset.mul_sum, mul_div_assoc]

/-- For a symmetric idempotent `P`, the exchange sum with one sign vector used twice has
mean `∑ V_ij P_ii`. -/
theorem one_vector_mean (V P : Matrix n n ℝ) (hP : P.IsSymm) (hI : P * P = P) :
    mean (fun s : n → Bool => exchange V (sampled P s) (sampled P s)) =
      ∑ i, ∑ j, V i j * P i i := by
  rw [mean_exchange]
  simp only [mean_sampled_sq P hP hI]

/-- With two independent sign vectors the exchange sum has mean `∑ V_ij P_ij ^ 2`, for any
real matrix `P`. -/
theorem two_vector_mean (V P : Matrix n n ℝ) :
    mean (fun p : (n → Bool) × (n → Bool) => exchange V (sampled P p.1) (sampled P p.2)) =
      ∑ i, ∑ j, V i j * P i j ^ 2 := by
  have h : ∀ i j, mean (fun p : (n → Bool) × (n → Bool) =>
      sampled P p.1 i j * sampled P p.2 i j) =
      mean (fun s : n → Bool => sampled P s i j) *
        mean (fun s : n → Bool => sampled P s i j) := by
    intro i j
    simp only [mean, Fintype.sum_prod_type, div_mul_div_comm, Finset.sum_mul_sum,
      Fintype.card_prod, Nat.cast_mul]
  rw [mean_exchange]
  simp only [h, mean_sampled, pow_two]

/-- For a symmetric idempotent `P` and entrywise nonnegative `V`, the mean with one sign vector
is at least the mean with two independent ones. -/
theorem two_vector_le_one_vector (V P : Matrix n n ℝ) (hP : P.IsSymm) (hI : P * P = P)
    (hV : ∀ i j, 0 ≤ V i j) :
    mean (fun p : (n → Bool) × (n → Bool) => exchange V (sampled P p.1) (sampled P p.2)) ≤
      mean (fun s : n → Bool => exchange V (sampled P s) (sampled P s)) := by
  rw [two_vector_mean, one_vector_mean V P hP hI]
  refine Finset.sum_le_sum fun i _ => Finset.sum_le_sum fun j _ =>
    mul_le_mul_of_nonneg_left ?_ (hV i j)
  -- `P_ij ^ 2` is one term of `∑_k P_ik ^ 2 = P_ii`
  calc P i j ^ 2 = P i j * P j i := by rw [hP.apply i j, pow_two]
    _ ≤ ∑ k, P i k * P k i :=
        Finset.single_le_sum (f := fun k => P i k * P k i)
          (fun k _ => by
            show 0 ≤ P i k * P k i
            rw [hP.apply i k]
            exact mul_self_nonneg _) (Finset.mem_univ j)
    _ = P i i := by rw [← Matrix.mul_apply, hI]

/-- For a symmetric idempotent `P`, inserting the average over `N > 0` independent sign vectors
twice in the exchange sum gives the bias `(1/N) ∑ V_ij (P_ii - P_ij ^ 2)`. -/
theorem averaged_mean (V P : Matrix n n ℝ) (hP : P.IsSymm) (hI : P * P = P)
    (N : ℕ) (hN : 0 < N) :
    mean (fun R : Fin N → n → Bool => exchange V (averaged P R) (averaged P R)) =
      ∑ i, ∑ j, V i j * P i j ^ 2 + (∑ i, ∑ j, V i j * (P i i - P i j ^ 2)) / (N : ℝ) := by
  have hN0 : (N : ℝ) ≠ 0 := by exact_mod_cast hN.ne'
  have key : ∀ i j, mean (fun R : Fin N → n → Bool => averaged P R i j * averaged P R i j) =
      P i j ^ 2 + (P i i - P i j ^ 2) / (N : ℝ) := by
    intro i j
    have h : ∀ R : Fin N → n → Bool, averaged P R i j * averaged P R i j =
        ∑ p : Fin N × Fin N, (1 / (N : ℝ) ^ 2) *
          (sampled P (R p.1) i j * sampled P (R p.2) i j) := by
      intro R
      simp only [averaged]
      rw [← Finset.mul_sum, Fintype.sum_prod_type, div_mul_div_comm, Finset.sum_mul_sum]
      dsimp only
      ring
    -- equal samples contribute `P_ii`, distinct ones `P_ij ^ 2`
    have e : ∀ p : Fin N × Fin N, mean (fun R : Fin N → n → Bool =>
        sampled P (R p.1) i j * sampled P (R p.2) i j) =
        P i j ^ 2 + if p.1 = p.2 then P i i - P i j ^ 2 else 0 := by
      intro p
      refine (mean_coord_mul (fun s => sampled P s i j) (fun s => sampled P s i j)
        p.1 p.2).trans ?_
      simp only [mean_sampled_sq P hP hI, mean_sampled]
      split_ifs <;> ring
    have d : ∑ p : Fin N × Fin N,
        (P i j ^ 2 + if p.1 = p.2 then P i i - P i j ^ 2 else 0) =
        (N : ℝ) * N * P i j ^ 2 + N * (P i i - P i j ^ 2) := by
      simp only [Finset.sum_add_distrib, Fintype.sum_prod_type, Finset.sum_ite_eq,
        Finset.mem_univ, if_true, Finset.sum_const, Finset.card_univ, Fintype.card_prod,
        Fintype.card_fin, Nat.cast_mul, nsmul_eq_mul]
    simp only [h]
    refine (mean_linear (fun _ : Fin N × Fin N => 1 / (N : ℝ) ^ 2)
      fun p (R : Fin N → n → Bool) =>
        sampled P (R p.1) i j * sampled P (R p.2) i j).trans ?_
    simp only [e]
    rw [← Finset.mul_sum, d]
    field_simp
  rw [mean_exchange]
  simp only [key]
  rw [Finset.sum_div, ← Finset.sum_add_distrib]
  refine Finset.sum_congr rfl fun i _ => ?_
  rw [Finset.sum_div, ← Finset.sum_add_distrib]
  refine Finset.sum_congr rfl fun j _ => ?_
  ring

/-- The two-site matrix with all entries `1/2`. -/
def bond : Matrix (Fin 2) (Fin 2) ℝ := !![1/2, 1/2; 1/2, 1/2]

/-- The matrix `bond` is symmetric and idempotent, and for `V_ij = 1` its exchange sum has mean
`2` with one sign vector and mean `1` with two independent ones. -/
theorem bond_witness :
    bond.IsSymm ∧ bond * bond = bond ∧
    mean (fun s : Fin 2 → Bool =>
      exchange !![1, 1; 1, 1] (sampled bond s) (sampled bond s)) = 2 ∧
    mean (fun p : (Fin 2 → Bool) × (Fin 2 → Bool) =>
      exchange !![1, 1; 1, 1] (sampled bond p.1) (sampled bond p.2)) = 1 := by
  have hS : bond.IsSymm := Matrix.IsSymm.ext fun i j => by
    fin_cases i <;> fin_cases j <;> simp [bond]
  have hI : bond * bond = bond := by
    ext i j
    fin_cases i <;> fin_cases j <;> norm_num [bond, Matrix.mul_apply, Fin.sum_univ_two]
  refine ⟨hS, hI, ?_, ?_⟩
  · rw [one_vector_mean _ _ hS hI]
    norm_num [bond, Fin.sum_univ_two]
  · rw [two_vector_mean]
    norm_num [bond, Fin.sum_univ_two]

end

end StochasticExchange
```

```lean
#print axioms StochasticExchange.two_vector_mean
#print axioms StochasticExchange.two_vector_le_one_vector
#print axioms StochasticExchange.averaged_mean
```

```
'StochasticExchange.two_vector_mean' depends on axioms: [propext, Classical.choice, Quot.sound]
'StochasticExchange.two_vector_le_one_vector' depends on axioms: [propext, Classical.choice, Quot.sound]
'StochasticExchange.averaged_mean' depends on axioms: [propext, Classical.choice, Quot.sound]
```

## Sign vectors, projectors and means in Lean

The finite type `n` labels the basis functions. A sign vector is a function `n → Bool`, which `sgn` turns into \(\pm1\), and `mean` is the arithmetic mean over all elements of a finite sample space. Independence is built into that space: a pair of vectors is a point of a product, and `R : Fin N → n → Bool` holds \(N\) vectors.

`sampled P s i j` is \(X_{ij}(s)\), `averaged` is \(\bar X\), and `exchange V A B` is \(\sum V_{ij}A_{ij}B_{ij}\), without the factor \(-\tfrac12\). The hypotheses `hP : P.IsSymm` and `hI : P * P = P` describe the projector onto real occupied orbitals with occupations 0 or 1. `two_vector_mean` needs neither of them, and `V` is any real matrix except in `two_vector_le_one_vector`, where its entries are nonnegative.

## How the lemmas follow the derivation

`mean_linear` moves the mean through finite sums. `mean_coord_mul` writes a product of two single-draw functions as a product over all coordinates, with the factor 1 at every coordinate other than `a` and `b`, and factorises its mean. It serves twice: for signs within one vector in `mean_sampled`, and for whole vectors in `averaged_mean`.

In `mean_sampled_sq`, `linear_combination` inserts \(s_j^2=1\), and the closing `calc` uses symmetry and idempotency. `mean_exchange` carries elementwise means over to the sum with \(V\). `two_vector_mean` factorises the sum over the product space directly. In `averaged_mean`, `h` expands the square, `e` gives the mean of each pair of samples, and `d` counts the pairs. The inequality comes from `Finset.single_le_sum`, which bounds one nonnegative term by the whole sum. `bond_witness` evaluates the two-site example.

## Exact means, with no statement about noise

The theorems fix expectation values for a finite real basis and a two-index interaction. They give no variance, so they do not say how many vectors reach a given accuracy, and they assume ideal random signs and exact real numbers.

A truncated polynomial or a finite electronic temperature generally gives a \(P\) that is not idempotent. The two-vector mean still holds for that real matrix, with its own elements \(P_{ij}\). In the one-vector mean, the derivation above then stops at \(\sum_kP_{ik}^2\) in place of \(P_{ii}\).
